# An orbital with a linear level energy and a positive Dudarev correction has local energy minima only at empty or full filling, and at both exactly when |e| < U/2

The theorem `metastable_iff` concerns a single orbital with fixed level `e` and occupation x in [0,1], whose energy is e x + (U/2) x(1 − x) with U > 0. It states that every local minimum of this energy on [0,1] lies at x = 0 or x = 1, and that both endpoints are local minima exactly when |e| < U/2. To exclude an interior minimum, the attempt compares the energy at x with the energies at x + d and x − d for a small d > 0. The terms linear in d should cancel, leaving the negative curvature to give a contradiction. The second claim follows from earlier lemmas on the sign of the orbital potential at each endpoint.

An attempt in Lean 4 with a fault in it:

```lean
import Mathlib

open Set Topology

namespace MetastableIff

noncomputable section

/-- Energy of an orbital with level `e` and occupation `x`, including the Dudarev
correction `(U/2) x (1 - x)`. -/
def energy (U e x : ℝ) : ℝ := e * x + U / 2 * (x * (1 - x))

/-- The orbital potential `e + U (1/2 - x)`: the level plus the Dudarev shift. -/
def potential (U e x : ℝ) : ℝ := e + U * (1 / 2 - x)

/-- Moving the occupation from `x` to `y` changes the energy by a term linear in the
potential and a quadratic term with curvature `-U`. -/
theorem energy_expansion (U e x y : ℝ) :
    energy U e y = energy U e x + potential U e x * (y - x) - U / 2 * (y - x) ^ 2 := by
  unfold energy potential
  ring

/-- A point is a local minimum on a set of occupations exactly when no point of the set
within some positive distance has lower energy. -/
theorem isLocalMinOn_iff_radius (f : ℝ → ℝ) (s : Set ℝ) (a : ℝ) :
    IsLocalMinOn f s a ↔ ∃ ε > 0, ∀ y ∈ s, |y - a| < ε → f a ≤ f y := by
  have h0 : IsLocalMinOn f s a ↔ {y | f a ≤ f y} ∈ 𝓝[s] a := Iff.rfl
  rw [h0, Metric.mem_nhdsWithin_iff]
  constructor
  · rintro ⟨ε, hε, h⟩
    exact ⟨ε, hε, fun y hy hd => h ⟨by rwa [Metric.mem_ball, Real.dist_eq], hy⟩⟩
  · rintro ⟨ε, hε, h⟩
    refine ⟨ε, hε, fun y hy => h y hy.2 ?_⟩
    have hd := hy.1
    rwa [Metric.mem_ball, Real.dist_eq] at hd

/-- For `U > 0`, the empty orbital is a local minimum on `[0,1]` exactly when its
potential is positive. -/
theorem empty_isLocalMin_iff {U : ℝ} (hU : 0 < U) (e : ℝ) :
    IsLocalMinOn (energy U e) (Icc 0 1) 0 ↔ 0 < potential U e 0 := by
  rw [isLocalMinOn_iff_radius]
  constructor
  · rintro ⟨ε, hε, h⟩
    obtain ⟨d, hd, hdε, hd1⟩ : ∃ d : ℝ, 0 < d ∧ d < ε ∧ d ≤ 1 :=
      ⟨min (ε / 2) 1, by positivity, by linarith [min_le_left (ε / 2) 1], min_le_right _ _⟩
    have h1 := h d ⟨hd.le, hd1⟩ (by rwa [sub_zero, abs_of_pos hd])
    rw [energy_expansion U e 0 d] at h1
    by_contra hV
    nlinarith [mul_pos hU (pow_pos hd 2), mul_nonneg hd.le (sub_nonneg.mpr (not_lt.mp hV))]
  · intro hV
    refine ⟨2 * potential U e 0 / U, by positivity, fun y hy hd => ?_⟩
    rw [sub_zero, abs_of_nonneg hy.1, lt_div_iff₀ hU] at hd
    rw [energy_expansion U e 0 y]
    nlinarith [mul_nonneg hy.1 (sub_nonneg.mpr hd.le)]

/-- For `U > 0`, the filled orbital is a local minimum on `[0,1]` exactly when its
potential is negative. -/
theorem filled_isLocalMin_iff {U : ℝ} (hU : 0 < U) (e : ℝ) :
    IsLocalMinOn (energy U e) (Icc 0 1) 1 ↔ potential U e 1 < 0 := by
  -- exchanging electrons and holes reduces this to the empty orbital
  have hE : ∀ y, energy U e y = energy U (-e) (1 - y) + e := by
    intro y; unfold energy; ring
  have hV : potential U e 1 < 0 ↔ 0 < potential U (-e) 0 := by
    unfold potential; constructor <;> intro h <;> linarith
  rw [hV, ← empty_isLocalMin_iff hU, isLocalMinOn_iff_radius, isLocalMinOn_iff_radius]
  constructor
  · rintro ⟨ε, hε, h⟩
    refine ⟨ε, hε, fun y hy hd => ?_⟩
    have h1 := h (1 - y) ⟨by linarith [hy.2], by linarith [hy.1]⟩
      (by rw [show 1 - y - 1 = -(y - 0) by ring, abs_neg]; exact hd)
    rw [hE 1, hE (1 - y), sub_self, sub_sub_cancel] at h1
    linarith
  · rintro ⟨ε, hε, h⟩
    refine ⟨ε, hε, fun y hy hd => ?_⟩
    have h1 := h (1 - y) ⟨by linarith [hy.2], by linarith [hy.1]⟩
      (by rw [show 1 - y - 0 = -(y - 1) by ring, abs_neg]; exact hd)
    rw [hE 1, hE y, sub_self]
    linarith

/-- For `U > 0`, every local minimiser of the energy on `[0,1]` is an endpoint, and both
endpoints are local minima exactly when `|e| < U/2`. -/
theorem metastable_iff {U : ℝ} (hU : 0 < U) (e : ℝ) :
    (∀ x ∈ Icc (0 : ℝ) 1, IsLocalMinOn (energy U e) (Icc 0 1) x → x = 0 ∨ x = 1) ∧
    ((IsLocalMinOn (energy U e) (Icc 0 1) 0 ∧ IsLocalMinOn (energy U e) (Icc 0 1) 1) ↔
      |e| < U / 2) := by
  constructor
  · intro x hx hmin
    by_contra hne
    rw [not_or] at hne
    have h0 : 0 < x := lt_of_le_of_ne hx.1 (Ne.symm hne.1)
    have h1 : 0 < 1 - x := sub_pos.mpr (lt_of_le_of_ne hx.2 hne.2)
    obtain ⟨ε, hε, h⟩ := (isLocalMinOn_iff_radius _ _ _).mp hmin
    obtain ⟨d, hd, hdε, hdx, hdx'⟩ : ∃ d : ℝ, 0 < d ∧ d < ε ∧ d ≤ x ∧ d ≤ 1 - x :=
      ⟨min (ε / 2) (min x (1 - x)), lt_min (by linarith) (lt_min h0 h1),
        by linarith [min_le_left (ε / 2) (min x (1 - x))],
        (min_le_right _ _).trans (min_le_left _ _),
        (min_le_right _ _).trans (min_le_right _ _)⟩
    -- opposite displacements cancel the linear term and leave the negative curvature
    have hp := h (x + d) ⟨by linarith, by linarith⟩
      (by rwa [add_sub_cancel_left, abs_of_pos hd])
    have hm := h (x - d) ⟨by linarith, by linarith⟩
      (by rwa [show x - d - x = -d by ring, abs_neg, abs_of_pos hd])
    rw [energy_expansion U e x] at hp hm
    nlinarith [mul_pos hU (pow_pos hd 2)]
  · rw [empty_isLocalMin_iff hU, filled_isLocalMin_iff hU, abs_lt]
    unfold potential
    constructor <;> rintro ⟨ha, hb⟩ <;> constructor <;> linarith

end

end MetastableIff
```

Lean reports:

```
Main.lean:104:4: error: linarith failed to find a contradiction
case left
U : ℝ
hU : 0 < U
e x : ℝ
hx : x ∈ Icc 0 1
hmin : IsLocalMinOn (energy U e) (Icc 0 1) x
hne : ¬x = 0 ∧ ¬x = 1
h0 : 0 < x
h1 : 0 < 1 - x
ε : ℝ
hε : ε > 0
h : ∀ y ∈ Icc 0 1, |y - x| < ε → energy U e x ≤ energy U e y
d : ℝ
hd : 0 < d
hdε : d < ε
hdx : d ≤ x
hdx' : d ≤ 1 - x
hp : energy U e x + potential U e x * (x - x) - U / 2 * (x - x) ^ 2 ≤ energy U e (x + d)
hm : energy U e x + potential U e x * (x - x) - U / 2 * (x - x) ^ 2 ≤ energy U e (x - d)
⊢ False
failed
```

The change, after which it compiles:

```diff
@@ -101,5 +101,6 @@
     have hm := h (x - d) ⟨by linarith, by linarith⟩
       (by rwa [show x - d - x = -d by ring, abs_neg, abs_of_pos hd])
-    rw [energy_expansion U e x] at hp hm
+    rw [energy_expansion U e x (x + d)] at hp
+    rw [energy_expansion U e x (x - d)] at hm
     nlinarith [mul_pos hU (pow_pos hd 2)]
   · rw [empty_isLocalMin_iff hU, filled_isLocalMin_iff hU, abs_lt]
```

Cause. The error says that the arithmetic search called by `nlinarith` found no contradiction. The hypotheses it prints show why: `energy U e (x + d)` and `energy U e (x - d)` are still unexpanded, while the energy at `x` has been expanded about itself, giving terms in `x - x`.

The rewrite `energy_expansion U e x` leaves the lemma's last argument, `y`, open. Its left side, `energy U e y`, therefore matches any occupation, and in both `hp` and `hm` the first match is `energy U e x`, so Lean takes `y` to be `x`. The terms in `x - x` vanish, and the hypotheses say only that the energy at `x` is at most the energies at the two displaced points, which `nlinarith` has no formula for.

The repair names the occupation to expand, `x + d` in `hp` and `x - d` in `hm`. Adding the two inequalities then cancels the terms linear in `d` and leaves 0 ≤ −U d², which contradicts the supplied fact that U d² is positive.
